# Phase averaging makes 2/T − 1 multiply along a single-channel chain of scatterers

Two scatterers in series, with transmissions $T_1,T_2\in(0,1]$ and a uniformly random round-trip phase between them, have a mean of $2/T-1$ equal to $(2/T_1-1)(2/T_2-1)$. The same product rule should hold for a whole chain with independent phases. For identical, partially reflecting scatterers, I also expect the fluctuations to outgrow the mean as the chain lengthens. Can both claims be made rigorous and machine-checked, starting from the coherent transmission formula?

## The cosine term averages out of the mean but contributes to the mean square

Yes. Write $R_i=1-T_i$, $s=\sqrt{R_1R_2}$ and $x_i=2/T_i-1$. Let $\varphi$ be the total phase of one round trip between the scatterers, from propagation and from the two reflections. The coherent transmission is

$$T(\varphi)=\frac{T_1T_2}{|1-se^{i\varphi}|^2}=\frac{T_1T_2}{1+s^2-2s\cos\varphi}.$$

Since $s\le(R_1+R_2)/2<1$, the denominator is at least $(1-s)^2>0$. Also $(1-s)^2-T_1T_2=R_1+R_2-2s\ge0$, so $0<T(\varphi)\le1$, and the pair can serve as a scatterer in a longer chain.

Using $2+2R_1R_2-T_1T_2=(2-T_1)(2-T_2)$, the variable $X=2/T(\varphi)-1$ becomes

$$X=x_1x_2-b\cos\varphi,\qquad b=\frac{4s}{T_1T_2}.$$

The cosine averages to zero, so $\langle X\rangle=x_1x_2$.

For the second moment, $x_i^2-1=4R_i/T_i^2$ gives $b^2=(x_1^2-1)(x_2^2-1)$, and $\langle\cos^2\varphi\rangle=1/2$ gives

$$\langle X^2\rangle=x_1^2x_2^2+\tfrac12(x_1^2-1)(x_2^2-1).$$

With $P_2(x)=(3x^2-1)/2$, this is equivalent to $\langle P_2(X)\rangle=P_2(x_1)P_2(x_2)$.

Now attach $n$ scatterers to a first one. For $n=0$ both product rules are trivial. For $n\ge1$, suppose they hold for the remaining $n-1$ attachments, whatever the starting transmission. Averaging over the later phases leaves $X$, or $P_2(X)$, times a constant product; averaging over the first phase then completes the induction. Since $X^2=(1+2P_2(X))/3$, the mean square follows.

For $n+1$ identical scatterers with $0<T<1$, set $y=2/T-1>1$. Then

$$\frac{\langle X^2\rangle}{\langle X\rangle^2}=\frac{1+2P_2(y)^{n+1}}{3y^{2(n+1)}}>\frac23\left(\frac{P_2(y)}{y^2}\right)^{n+1}.$$

The base is $\frac32-\frac1{2y^2}>1$, so the ratio diverges.

In Lean 4 with Mathlib:

```lean
import Mathlib

open Filter

namespace PhaseAveragedResistance

noncomputable section

/-- Transmission of two scatterers in series, with phase `φ` accumulated in one round trip
between them. -/
def combine (T₁ T₂ φ : ℝ) : ℝ :=
  T₁ * T₂ / ‖1 - (Real.sqrt ((1 - T₁) * (1 - T₂)) : ℂ) * Complex.exp (φ * Complex.I)‖ ^ 2

/-- Average over a uniformly distributed phase. -/
def phaseAvg (f : ℝ → ℝ) : ℝ := (1 / (2 * Real.pi)) * ∫ φ in (0 : ℝ)..(2 * Real.pi), f φ

/-- The resistance variable `2/T - 1`, which is one plus twice the Landauer resistance
`(1 - T)/T`. -/
def resist (T : ℝ) : ℝ := 2 / T - 1

/-- The second Legendre polynomial. -/
def legendreTwo (x : ℝ) : ℝ := (3 * x ^ 2 - 1) / 2

/-- Mean of `f` of the total transmission when the scatterers in the list are attached one by one
to a scatterer of transmission `T`, each with an independent uniform phase. -/
def chainMean (f : ℝ → ℝ) : List ℝ → ℝ → ℝ
  | [], T => f T
  | t :: ts, T => phaseAvg fun φ => chainMean f ts (combine T t φ)

/-- The interference denominator written as a real function of the phase. -/
theorem norm_sq_interference (s φ : ℝ) :
    ‖1 - (s : ℂ) * Complex.exp (φ * Complex.I)‖ ^ 2 = 1 + s ^ 2 - 2 * s * Real.cos φ := by
  have hre : (1 - (s : ℂ) * Complex.exp (φ * Complex.I)).re = 1 - s * Real.cos φ := by
    simp [Complex.exp_ofReal_mul_I_re]
  have him : (1 - (s : ℂ) * Complex.exp (φ * Complex.I)).im = -(s * Real.sin φ) := by
    simp [Complex.exp_ofReal_mul_I_im]
  rw [← Complex.normSq_eq_norm_sq, Complex.normSq_apply, hre, him]
  linear_combination s ^ 2 * Real.sin_sq_add_cos_sq φ

/-- Two scatterers with transmissions in `(0,1]` combine to a transmission in `(0,1]`. -/
theorem combine_mem {T₁ T₂ : ℝ} (h₁ : 0 < T₁ ∧ T₁ ≤ 1) (h₂ : 0 < T₂ ∧ T₂ ≤ 1) (φ : ℝ) :
    0 < combine T₁ T₂ φ ∧ combine T₁ T₂ φ ≤ 1 := by
  obtain ⟨a₁, b₁⟩ := h₁
  obtain ⟨a₂, b₂⟩ := h₂
  have hR : 0 ≤ (1 - T₁) * (1 - T₂) := mul_nonneg (by linarith) (by linarith)
  have hs := Real.sq_sqrt hR
  have hs0 := Real.sqrt_nonneg ((1 - T₁) * (1 - T₂))
  -- the geometric mean of the reflections is at most their arithmetic mean
  have hs1 : Real.sqrt ((1 - T₁) * (1 - T₂)) ≤ ((1 - T₁) + (1 - T₂)) / 2 :=
    Real.sqrt_le_iff.mpr ⟨by linarith, by nlinarith [sq_nonneg (T₁ - T₂)]⟩
  unfold combine
  rw [norm_sq_interference]
  generalize Real.sqrt ((1 - T₁) * (1 - T₂)) = s at *
  have hc : s * Real.cos φ ≤ s := mul_le_of_le_one_right hs0 (Real.cos_le_one φ)
  have hpos : 0 < 1 + s ^ 2 - 2 * s * Real.cos φ := by
    have : 0 < (1 - s) ^ 2 := pow_pos (by linarith) 2
    nlinarith
  exact ⟨div_pos (mul_pos a₁ a₂) hpos, (div_le_one hpos).mpr (by nlinarith)⟩

/-- The resistance variable of the pair is the product of the individual ones minus an
interference term proportional to `cos φ`. -/
theorem resist_combine {T₁ T₂ : ℝ} (h₁ : 0 < T₁ ∧ T₁ ≤ 1) (h₂ : 0 < T₂ ∧ T₂ ≤ 1) (φ : ℝ) :
    resist (combine T₁ T₂ φ) = resist T₁ * resist T₂
      - 4 * Real.sqrt ((1 - T₁) * (1 - T₂)) / (T₁ * T₂) * Real.cos φ := by
  have hR : 0 ≤ (1 - T₁) * (1 - T₂) := mul_nonneg (by linarith [h₁.2]) (by linarith [h₂.2])
  have hs := Real.sq_sqrt hR
  have n₁ := h₁.1.ne'
  have n₂ := h₂.1.ne'
  unfold resist combine
  rw [norm_sq_interference, hs, div_div_eq_mul_div]
  generalize Real.sqrt ((1 - T₁) * (1 - T₂)) = s
  field_simp
  ring

/-- Phase average of a quadratic polynomial in `cos φ`. -/
theorem phaseAvg_trig (A B C : ℝ) :
    phaseAvg (fun φ => A + B * Real.cos φ + C * Real.cos φ ^ 2) = A + C / 2 := by
  have h : ∀ φ : ℝ, HasDerivAt
      (fun φ : ℝ => A * φ + B * Real.sin φ + C * (φ / 2 + Real.sin φ * Real.cos φ / 2))
      (A + B * Real.cos φ + C * Real.cos φ ^ 2) φ := by
    intro φ
    have h1 := ((hasDerivAt_id' φ).const_mul A).fun_add ((Real.hasDerivAt_sin φ).const_mul B)
    have h2 := (((hasDerivAt_id' φ).div_const 2).fun_add
      (((Real.hasDerivAt_sin φ).fun_mul (Real.hasDerivAt_cos φ)).div_const 2)).const_mul C
    refine (h1.fun_add h2).congr_deriv ?_
    linear_combination (-(C / 2)) * Real.sin_sq_add_cos_sq φ
  unfold phaseAvg
  rw [intervalIntegral.integral_eq_sub_of_hasDerivAt (fun φ _ => h φ)
    (Continuous.intervalIntegrable (by fun_prop) _ _)]
  have hp := Real.pi_ne_zero
  simp only [Real.sin_two_pi, Real.sin_zero]
  field_simp
  ring

/-- The mean of `2/T - 1` over a chain with independent uniform phases is the product of the
values for the individual scatterers. -/
theorem mean_resist_chain (ts : List ℝ) (hts : ∀ t ∈ ts, 0 < t ∧ t ≤ 1)
    {T : ℝ} (hT : 0 < T ∧ T ≤ 1) :
    chainMean resist ts T = resist T * (ts.map resist).prod := by
  induction ts generalizing T with
  | nil => simp [chainMean]
  | cons t ts ih =>
    obtain ⟨ht, hts'⟩ := List.forall_mem_cons.mp hts
    have hf : (fun φ => chainMean resist ts (combine T t φ)) = fun φ =>
        resist T * resist t * (ts.map resist).prod
        + (-(4 * Real.sqrt ((1 - T) * (1 - t)) / (T * t) * (ts.map resist).prod)) * Real.cos φ
        + 0 * Real.cos φ ^ 2 := by
      funext φ
      rw [ih hts' (combine_mem hT ht φ), resist_combine hT ht]
      ring
    -- the interference term averages to zero
    rw [chainMean, hf, phaseAvg_trig, List.map_cons, List.prod_cons]
    ring

/-- For two scatterers, the phase average of `2/T - 1` is `(2/T₁ - 1)(2/T₂ - 1)`. -/
theorem mean_resist_pair {T₁ T₂ : ℝ} (h₁ : 0 < T₁ ∧ T₁ ≤ 1) (h₂ : 0 < T₂ ∧ T₂ ≤ 1) :
    phaseAvg (fun φ => 2 / combine T₁ T₂ φ - 1) = (2 / T₁ - 1) * (2 / T₂ - 1) := by
  have h := mean_resist_chain [T₂] (by simpa using h₂) h₁
  simpa only [chainMean, resist, List.map_cons, List.map_nil, List.prod_cons, List.prod_nil,
    mul_one] using h

/-- The mean square of `2/T - 1` over a chain is fixed by the product of the second Legendre
polynomials of the individual values. -/
theorem mean_sq_resist_chain (ts : List ℝ) (hts : ∀ t ∈ ts, 0 < t ∧ t ≤ 1)
    {T : ℝ} (hT : 0 < T ∧ T ≤ 1) :
    chainMean (fun T => resist T ^ 2) ts T =
      (1 + 2 * legendreTwo (resist T) * (ts.map fun t => legendreTwo (resist t)).prod) / 3 := by
  induction ts generalizing T with
  | nil => simp only [chainMean, legendreTwo, List.map_nil, List.prod_nil]; ring
  | cons t ts ih =>
    obtain ⟨ht, hts'⟩ := List.forall_mem_cons.mp hts
    rw [chainMean, List.map_cons, List.prod_cons]
    have hb : (4 * Real.sqrt ((1 - T) * (1 - t)) / (T * t)) ^ 2
        = (resist T ^ 2 - 1) * (resist t ^ 2 - 1) := by
      have n₁ := hT.1.ne'
      have n₂ := ht.1.ne'
      rw [div_pow, mul_pow,
        Real.sq_sqrt (mul_nonneg (by linarith [hT.2]) (by linarith [ht.2]))]
      unfold resist
      field_simp
      ring
    have hc := fun φ => resist_combine hT ht φ
    generalize 4 * Real.sqrt ((1 - T) * (1 - t)) / (T * t) = b at hb hc
    generalize hK : (ts.map fun t => legendreTwo (resist t)).prod = K at ih ⊢
    have hf : (fun φ => chainMean (fun T => resist T ^ 2) ts (combine T t φ)) = fun φ =>
        (1 + (3 * (resist T * resist t) ^ 2 - 1) * K) / 3
        + (-(2 * (resist T * resist t) * b * K)) * Real.cos φ
        + (b ^ 2 * K) * Real.cos φ ^ 2 := by
      funext φ
      rw [ih hts' (combine_mem hT ht φ), hc φ]
      unfold legendreTwo
      ring
    rw [hf, phaseAvg_trig, hb]
    unfold legendreTwo
    ring

/-- For identical, partially reflecting scatterers, the mean square of `2/T - 1` divided by its
squared mean diverges as the chain grows. -/
theorem relative_fluctuations_diverge {T : ℝ} (h0 : 0 < T) (h1 : T < 1) :
    Tendsto (fun n : ℕ => chainMean (fun T => resist T ^ 2) (List.replicate n T) T /
      chainMean resist (List.replicate n T) T ^ 2) atTop atTop := by
  have hy : 1 < resist T := by
    have : 2 < 2 / T := (lt_div_iff₀ h0).mpr (by linarith)
    unfold resist
    linarith
  have hrep : ∀ n : ℕ, ∀ t ∈ List.replicate n T, 0 < t ∧ t ≤ 1 := by
    intro n t ht
    rw [List.eq_of_mem_replicate ht]
    exact ⟨h0, h1.le⟩
  have hr : 1 < legendreTwo (resist T) / resist T ^ 2 := by
    rw [lt_div_iff₀ (by positivity)]
    unfold legendreTwo
    nlinarith
  -- a growing geometric sequence bounds the ratio from below
  refine tendsto_atTop_mono ?_ ((tendsto_pow_atTop_atTop_of_one_lt hr).const_mul_atTop
    (show 0 < 2 / 3 * (legendreTwo (resist T) / resist T ^ 2) by linarith))
  intro n
  rw [mean_sq_resist_chain _ (hrep n) ⟨h0, h1.le⟩, mean_resist_chain _ (hrep n) ⟨h0, h1.le⟩,
    List.map_replicate, List.map_replicate, List.prod_replicate, List.prod_replicate,
    div_pow, ← pow_mul, mul_comm 2 n, pow_mul]
  have hy0 : 0 < resist T := by linarith
  have hu : 0 < resist T ^ n := pow_pos hy0 n
  generalize resist T ^ n = u at hu ⊢
  generalize legendreTwo (resist T) ^ n = v
  generalize legendreTwo (resist T) = q
  generalize resist T = y at hy0 ⊢
  have he : (1 + 2 * q * v) / 3 / (y * u) ^ 2
      = 2 / 3 * (q / y ^ 2) * (v / u ^ 2) + 1 / (3 * (y * u) ^ 2) := by
    field_simp
    ring
  have hp : 0 < 1 / (3 * (y * u) ^ 2) := by positivity
  linarith

end

end PhaseAveragedResistance
```

```lean
#print axioms PhaseAveragedResistance.mean_resist_chain
#print axioms PhaseAveragedResistance.mean_resist_pair
#print axioms PhaseAveragedResistance.relative_fluctuations_diverge
```

```
'PhaseAveragedResistance.mean_resist_chain' depends on axioms: [propext, Classical.choice, Quot.sound]
'PhaseAveragedResistance.mean_resist_pair' depends on axioms: [propext, Classical.choice, Quot.sound]
'PhaseAveragedResistance.relative_fluctuations_diverge' depends on axioms: [propext, Classical.choice, Quot.sound]
```

## What the definitions and theorems say

`combine T₁ T₂ φ` is $T(\varphi)$, with the modulus taken as a complex norm. `phaseAvg` is the integral over $[0,2\pi]$ divided by $2\pi$. `resist T` is $2/T-1=1+2(1-T)/T$, where $(1-T)/T$ is the dimensionless Landauer resistance without the contact contribution. Transmissions are real numbers, and their physical range enters as hypotheses.

`chainMean f ts T` starts from transmission `T`, attaches the entries of `ts` in order and averages `f` of the total over one fresh phase per attachment. An empty list means a single scatterer. Independent uniform phases are assumed; they stand for spacings that vary independently of one another, each over many wavelengths.

`mean_resist_chain` and `mean_sq_resist_chain` give the two moments for arbitrary transmissions in $(0,1]$, and `mean_resist_pair` is the two-scatterer law. `relative_fluctuations_diverge` uses `List.replicate n T` attached to `T`, hence $n+1$ scatterers, and lets `n` tend to infinity.

The model has one channel and neither interactions nor inelastic scattering. Within it, take identical, partially reflecting scatterers and estimate the mean resistance by the sample mean over independent draws of the phases. The number of draws needed for a fixed relative root-mean-square error then grows exponentially with the length of the chain. The average of $\ln T$, which would describe typical decay, is not treated.

## How the proof follows the calculation

`norm_sq_interference` expands the modulus through real and imaginary parts. `combine_mem` keeps the transmission in $(0,1]$, using the bound on $s$ and $\cos\varphi\le1$. `resist_combine` isolates the cosine term; `field_simp` and `ring` carry out the algebra.

`phaseAvg_trig` averages $A+B\cos\varphi+C\cos^2\varphi$ to $A+C/2$ by differentiating an explicit antiderivative and applying the fundamental theorem of calculus.

Both moment theorems use induction on the list with `T` generalized, because the next starting transmission depends on the phase. Each step rewrites the integrand as a quadratic in $\cos\varphi$ and applies `phaseAvg_trig`. In the second-moment proof, `hb` is the identity for $b^2$.

In the last theorem, `hr` shows that the base exceeds one, and `tendsto_atTop_mono` transfers divergence from the geometric lower bound to the ratio. The identity `he` splits the ratio into that bound and a positive remainder.
